# With A+B and A−B positive definite, the Tamm–Dancoff static response is at most the mean of the electric-type and magnetic-type responses

Let $A$ and $B$ be the real matrices of linear-response theory, $A$ coupling excitations to excitations and $B$ coupling excitations to de-excitations. If $A+B$ and $A-B$ are positive definite, every real transition vector $d$ satisfies

$$2\,d\cdot A^{-1}d \;\le\; d\cdot(A+B)^{-1}d + d\cdot(A-B)^{-1}d,$$

with equality exactly when $BA^{-1}d=0$. The left side is twice the Tamm–Dancoff response. The terms on the right are, in order, the electric-type and the magnetic-type response to the same vector $d$.

## Static response with and without the coupling B

A weak static perturbation mixes virtual orbitals into the occupied ones. In TDDFT, the random-phase approximation (RPA) and the Bethe–Salpeter equation with real orbitals, the first-order change is described by excitation amplitudes $X$ and de-excitation amplitudes $Y$, which solve

$$AX+BY=d,\qquad BX+AY=\pm d .$$

The vector $d$ holds the matrix elements of the perturbation between occupied and virtual orbitals, with the sign reversed. The upper sign belongs to a real operator, such as an electric dipole component. The lower sign belongs to an imaginary one, such as a magnetic dipole component, with the factor $i$ taken out of $d$, $X$ and $Y$.

The Tamm–Dancoff approximation sets $B=0$, and both cases then reduce to $AZ=d$ with a single amplitude $Z$. The inequality compares this approximation with the fully coupled static response, for a finite orbital basis and real orbitals. It bounds the mean of the two coupled responses and neither of them separately. For one transition with $A=2$, $B=1$, $d=1$, the three values $d\cdot K^{-1}d$ are $1/2$ for $K=A$, $1/3$ for $K=A+B$ and $1$ for $K=A-B$. The Tamm–Dancoff value lies above the electric-type one and below the mean, $2/3$.

## What the theorems say

The index type `n` is any finite set of labels, read as occupied–virtual pairs. Matrices have type `Matrix n n ℝ`, `*ᵥ` is matrix times vector, and `⬝ᵥ` is the dot product. The hypotheses `(A + B).PosDef` and `(A - B).PosDef` include symmetry, so $A$ and $B$ are both symmetric; $B$ itself may have any signature. In time-dependent Hartree–Fock, and in adiabatic TDDFT with the functional that determined the orbitals, the two conditions say that the reference state is stable to second order against real and against imaginary orbital variations within the space that `n` labels. In direct RPA or the Bethe–Salpeter equation they are conditions on the response matrices and need not decide the stability of the reference.

The definition `staticResponse K d` is $R_K(d)=d\cdot K^{-1}d$. For $K=A+B$ and $d$ the elements of an electric dipole component, it is half of the usual static polarizability, which in spin orbitals is $2\,d\cdot(A+B)^{-1}d$. The "kernel" `K` is the whole response matrix, not the exchange-correlation kernel.

The main theorem, `tammDancoff_le_mean`, contains the inequality and its equality condition. The theorem `tammDancoff_le_mean_of_amplitudes` restates the inequality for amplitudes: if $(X,Y)$ solves the equations with source $(d,d)$, $(X',Y')$ those with source $(d,-d)$, and $AZ=d$, then

$$2\,d\cdot Z\le\tfrac12\left[d\cdot(X+Y)+d\cdot(X'-Y')\right].$$

The same $d$ enters all three responses. The magnetic-type term is therefore not a magnetizability when $d$ holds electric dipole elements. The step left to the physicist is to identify $A$, $B$ and $d$ with the matrices and transition moments of a particular electronic-structure method; in Lean they are arbitrary real arrays that meet the hypotheses.

## The gap is a response to an induced vector

The matrix $A=\tfrac12[(A+B)+(A-B)]$ is positive definite, so $x=A^{-1}d$ exists. Put $w=Bx$. Then $(A+B)x=d+w$, and hence

$$(A+B)^{-1}d=x-(A+B)^{-1}w .$$

Take the dot product with $d$, move the symmetric inverse onto $d$, and use the same equation again:

$$\begin{aligned}
R_{A+B}(d)&=d\cdot x-d\cdot(A+B)^{-1}w\\
&=d\cdot x-\left[(A+B)^{-1}d\right]\cdot w\\
&=d\cdot x-x\cdot w+R_{A+B}(w).
\end{aligned}$$

Replacing $B$ by $-B$ turns $w$ into $-w$. The response is quadratic, so $R_{A-B}(-w)=R_{A-B}(w)$, and

$$R_{A-B}(d)=d\cdot x+x\cdot w+R_{A-B}(w).$$

In the sum the first-order terms $\mp x\cdot w$ cancel. Since $d\cdot x=R_A(d)$,

$$R_{A+B}(d)+R_{A-B}(d)-2R_A(d)=R_{A+B}(w)+R_{A-B}(w).$$

The inverse of a positive definite matrix is positive definite, so the right side is strictly positive for $w\neq0$ and zero for $w=0$. This gives the inequality and the equality condition.

For the amplitudes, adding the two equations with source $(d,d)$ gives $(A+B)(X+Y)=2d$, so $d\cdot(X+Y)=2R_{A+B}(d)$. Subtracting the two equations with source $(d,-d)$ gives $(A-B)(X'-Y')=2d$, so $d\cdot(X'-Y')=2R_{A-B}(d)$. Half the sum of these values is $R_{A+B}(d)+R_{A-B}(d)$, which is at least $2R_A(d)=2\,d\cdot Z$.

## An unstable reference can violate the bound

Take one transition with $A=1$, $B=2$, $d=1$. Then $A+B=3$ is positive but $A-B=-1$ is not. The left side of the inequality is $2$ and the right side is $\tfrac13-1=-\tfrac23$. Invertibility of $A-B$ is therefore not enough, even when $A$ and $A+B$ are positive definite. If $A$ and $B$ are the spin-adapted singlet matrices of time-dependent Hartree–Fock for a closed-shell reference with one occupied and one virtual spatial orbital, that reference is unstable against an imaginary orbital variation. For a single transition between spin orbitals, time-dependent Hartree–Fock gives $B=0$, so the example cannot be read that way.

## Three polarizabilities in direct RPA

In direct RPA with real spin orbitals, $B$ is the matrix $V$ of Coulomb integrals $(ia|jb)$ and $A=\Delta+V$, where $\Delta$ is the diagonal matrix of orbital energy differences $\varepsilon_a-\varepsilon_i$. Hence $A-B=\Delta$ and $A+B=\Delta+2V$. Both are positive definite when all the energy differences are positive, because $V$ is positive semidefinite.

A calculation solves $(\Delta+2V)u=d$ for the RPA polarizability $\alpha_{\mathrm{RPA}}=2\,d\cdot u$, and $(\Delta+V)Z=d$ for the Tamm–Dancoff value $\alpha_{\mathrm{TDA}}=2\,d\cdot Z$. The magnetic-type term needs only a division by energy differences, and it gives the uncoupled polarizability $\alpha_0=2\sum_{ia}d_{ia}^2/(\varepsilon_a-\varepsilon_i)$. The inequality becomes

$$\alpha_{\mathrm{TDA}}\le\tfrac12(\alpha_{\mathrm{RPA}}+\alpha_0).$$

The induced vector $w=VZ$ holds the matrix elements of the Hartree potential of the density $\sum_{jb}Z_{jb}\varphi_j\varphi_b$, where $\varphi_j$ and $\varphi_b$ are the occupied and virtual orbitals. This specialisation is an application made here in prose, not a theorem in the Lean code.

## The Lean file

```lean
import Mathlib

open Matrix

namespace TammDancoffResponse

noncomputable section

variable {n : Type*} [Fintype n] [DecidableEq n]

/-- The static response `d · K⁻¹ d` of a system with invertible response kernel `K` to a
perturbation with transition vector `d`. -/
def staticResponse (K : Matrix n n ℝ) (d : n → ℝ) : ℝ :=
  d ⬝ᵥ (K⁻¹ *ᵥ d)

/-- For a positive definite kernel `K`, a vector `x` that solves the response equation
`K x = d` is `K⁻¹ d`. -/
theorem inv_mulVec_of_solves {K : Matrix n n ℝ} (hK : K.PosDef) {x d : n → ℝ}
    (h : K *ᵥ x = d) : K⁻¹ *ᵥ d = x := by
  have hu : IsUnit K.det := hK.det_pos.ne'.isUnit
  rw [← h, mulVec_mulVec, nonsing_inv_mul _ hu, one_mulVec]

/-- A positive definite kernel has a strictly positive static response to every nonzero
transition vector. -/
theorem staticResponse_pos {K : Matrix n n ℝ} (hK : K.PosDef) {d : n → ℝ} (hd : d ≠ 0) :
    0 < staticResponse K d := by
  have h := hK.inv.dotProduct_mulVec_pos hd
  rw [star_trivial] at h
  exact h

/-- If `A + B` is positive definite and `x` solves the uncoupled equation `A x = d`, the response of
`A + B` to `d` is `d · x`, minus the first-order term `x · B x`, plus the response of `A + B` to the
induced vector `B x`. -/
theorem staticResponse_add_coupling {A B : Matrix n n ℝ} (hP : (A + B).PosDef)
    {x d : n → ℝ} (hx : A *ᵥ x = d) :
    staticResponse (A + B) d
      = d ⬝ᵥ x - x ⬝ᵥ (B *ᵥ x) + staticResponse (A + B) (B *ᵥ x) := by
  -- `x` solves the coupled equation with source `d + B x`
  have hsolve : (A + B)⁻¹ *ᵥ (d + B *ᵥ x) = x :=
    inv_mulVec_of_solves hP (by rw [add_mulVec, hx])
  rw [mulVec_add] at hsolve
  have h1 : (A + B)⁻¹ *ᵥ d = x - (A + B)⁻¹ *ᵥ (B *ᵥ x) := eq_sub_of_add_eq hsolve
  -- the inverse kernel is symmetric
  have ht : ((A + B)⁻¹)ᵀ = (A + B)⁻¹ := by
    have h : ((A + B)⁻¹)ᴴ = (A + B)⁻¹ := hP.inv.isHermitian
    rwa [conjTranspose_eq_transpose_of_trivial] at h
  have hsym : d ⬝ᵥ ((A + B)⁻¹ *ᵥ (B *ᵥ x)) = ((A + B)⁻¹ *ᵥ d) ⬝ᵥ (B *ᵥ x) := by
    have hv : d ᵥ* (A + B)⁻¹ = (A + B)⁻¹ *ᵥ d := by
      rw [← vecMul_transpose, ht]
    rw [dotProduct_mulVec, hv]
  unfold staticResponse
  rw [h1, dotProduct_sub, hsym, h1, sub_dotProduct,
    dotProduct_comm ((A + B)⁻¹ *ᵥ (B *ᵥ x)) (B *ᵥ x)]
  ring

omit [Fintype n] [DecidableEq n] in
/-- If `A + B` and `A - B` are positive definite, so is the Tamm-Dancoff matrix `A`. -/
theorem tammDancoff_posDef {A B : Matrix n n ℝ} (hP : (A + B).PosDef)
    (hM : (A - B).PosDef) : A.PosDef := by
  have h := (hP.add hM).smul (show (0 : ℝ) < 1 / 2 by norm_num)
  have e : (1 / 2 : ℝ) • ((A + B) + (A - B)) = A := by module
  rwa [e] at h

/-- For `A + B` and `A - B` positive definite, the sum of their responses to `d` exceeds twice the
Tamm-Dancoff response by exactly the sum of their responses to the vector `B A⁻¹ d`. -/
theorem response_gap {A B : Matrix n n ℝ} (hP : (A + B).PosDef) (hM : (A - B).PosDef)
    (d : n → ℝ) :
    staticResponse (A + B) d + staticResponse (A - B) d
      = 2 * staticResponse A d
        + (staticResponse (A + B) (B *ᵥ (A⁻¹ *ᵥ d))
          + staticResponse (A - B) (B *ᵥ (A⁻¹ *ᵥ d))) := by
  have hu : IsUnit A.det := (tammDancoff_posDef hP hM).det_pos.ne'.isUnit
  have hx : A *ᵥ (A⁻¹ *ᵥ d) = d := by
    rw [mulVec_mulVec, mul_nonsing_inv _ hu, one_mulVec]
  have hM' : (A + -B).PosDef := by rwa [← sub_eq_add_neg]
  have hneg : ∀ w : n → ℝ, staticResponse (A - B) (-w) = staticResponse (A - B) w := by
    intro w
    simp only [staticResponse, mulVec_neg, neg_dotProduct, dotProduct_neg, neg_neg]
  -- the first-order terms of the two responses have opposite signs
  have h1 := staticResponse_add_coupling hP hx
  have h2 := staticResponse_add_coupling hM' hx
  rw [← sub_eq_add_neg, neg_mulVec, dotProduct_neg, hneg] at h2
  have h0 : staticResponse A d = d ⬝ᵥ (A⁻¹ *ᵥ d) := rfl
  linarith

/-- For `A + B` and `A - B` positive definite, twice the Tamm-Dancoff response is at most the sum
of the electric-type and magnetic-type responses, with equality exactly when `B A⁻¹ d = 0`. -/
theorem tammDancoff_le_mean {A B : Matrix n n ℝ} (hP : (A + B).PosDef)
    (hM : (A - B).PosDef) (d : n → ℝ) :
    2 * staticResponse A d ≤ staticResponse (A + B) d + staticResponse (A - B) d ∧
    (2 * staticResponse A d = staticResponse (A + B) d + staticResponse (A - B) d
      ↔ B *ᵥ (A⁻¹ *ᵥ d) = 0) := by
  have hgap := response_gap hP hM d
  by_cases hw : B *ᵥ (A⁻¹ *ᵥ d) = 0
  · -- no induced vector: the gap closes
    have hz : ∀ K : Matrix n n ℝ, staticResponse K 0 = 0 := by
      intro K
      simp only [staticResponse, zero_dotProduct]
    rw [hw, hz, hz] at hgap
    exact ⟨by linarith, fun _ => hw, fun _ => by linarith⟩
  · -- a nonzero induced vector makes the gap strictly positive
    have p1 := staticResponse_pos hP hw
    have p2 := staticResponse_pos hM hw
    exact ⟨by linarith, fun h => by linarith, fun h => absurd h hw⟩

/-- Amplitudes `X`, `Y` that solve the static response equations with the electric-type source
`(d, d)` give `d · (X + Y) = 2 d · (A + B)⁻¹ d`, for `A + B` positive definite. -/
theorem electric_response {A B : Matrix n n ℝ} (hP : (A + B).PosDef) {X Y d : n → ℝ}
    (h1 : A *ᵥ X + B *ᵥ Y = d) (h2 : B *ᵥ X + A *ᵥ Y = d) :
    d ⬝ᵥ (X + Y) = 2 * staticResponse (A + B) d := by
  have e : (A + B) *ᵥ (X + Y) = (2 : ℝ) • d := by
    calc (A + B) *ᵥ (X + Y) = (A *ᵥ X + B *ᵥ Y) + (B *ᵥ X + A *ᵥ Y) := by
          rw [add_mulVec, mulVec_add, mulVec_add]; abel
      _ = (2 : ℝ) • d := by rw [h1, h2, two_smul]
  rw [← inv_mulVec_of_solves hP e, mulVec_smul, dotProduct_smul, smul_eq_mul]
  rfl

/-- Amplitudes `X`, `Y` that solve the static response equations with the magnetic-type source
`(d, -d)` give `d · (X - Y) = 2 d · (A - B)⁻¹ d`, for `A - B` positive definite. -/
theorem magnetic_response {A B : Matrix n n ℝ} (hM : (A - B).PosDef) {X Y d : n → ℝ}
    (h1 : A *ᵥ X + B *ᵥ Y = d) (h2 : B *ᵥ X + A *ᵥ Y = -d) :
    d ⬝ᵥ (X - Y) = 2 * staticResponse (A - B) d := by
  have e : (A - B) *ᵥ (X - Y) = (2 : ℝ) • d := by
    calc (A - B) *ᵥ (X - Y) = (A *ᵥ X + B *ᵥ Y) - (B *ᵥ X + A *ᵥ Y) := by
          rw [sub_mulVec, mulVec_sub, mulVec_sub]; abel
      _ = (2 : ℝ) • d := by rw [h1, h2, two_smul, sub_neg_eq_add]
  rw [← inv_mulVec_of_solves hM e, mulVec_smul, dotProduct_smul, smul_eq_mul]
  rfl

/-- Let `A + B` and `A - B` be positive definite, `(X, Y)` and `(X', Y')` the amplitudes for the
electric-type and magnetic-type sources, and `Z` the Tamm-Dancoff amplitude, `A Z = d`. Then
`2 d · Z` is at most the mean of `d · (X + Y)` and `d · (X' - Y')`. -/
theorem tammDancoff_le_mean_of_amplitudes {A B : Matrix n n ℝ} (hP : (A + B).PosDef)
    (hM : (A - B).PosDef) {X Y X' Y' Z d : n → ℝ}
    (h1 : A *ᵥ X + B *ᵥ Y = d) (h2 : B *ᵥ X + A *ᵥ Y = d)
    (h1' : A *ᵥ X' + B *ᵥ Y' = d) (h2' : B *ᵥ X' + A *ᵥ Y' = -d)
    (hZ : A *ᵥ Z = d) :
    2 * (d ⬝ᵥ Z) ≤ (d ⬝ᵥ (X + Y) + d ⬝ᵥ (X' - Y')) / 2 := by
  have hTD : staticResponse A d = d ⬝ᵥ Z := by
    unfold staticResponse
    rw [inv_mulVec_of_solves (tammDancoff_posDef hP hM) hZ]
  have h := (tammDancoff_le_mean hP hM d).1
  rw [electric_response hP h1 h2, magnetic_response hM h1' h2', ← hTD]
  linarith

end

end TammDancoffResponse
```

```lean
#print axioms TammDancoffResponse.tammDancoff_le_mean_of_amplitudes
-- 'TammDancoffResponse.tammDancoff_le_mean_of_amplitudes' depends on axioms: [propext, Classical.choice, Quot.sound]
```

## From the coupling identity to the inequality

The lemma `inv_mulVec_of_solves` turns a solved equation $Kx=d$ into $K^{-1}d=x$; positive definiteness supplies the nonzero determinant. The lemma `staticResponse_pos` gives $R_K(d)>0$ for $d\neq0$, from the positive definiteness of the inverse.

The central identity is `staticResponse_add_coupling`. It assumes only that $A+B$ is positive definite and that some $x$ solves $Ax=d$. The docstring calls this equation uncoupled because $B$ is absent from it; the uncoupled polarizability $\alpha_0$ above also leaves out the interaction contained in $A$. In its proof, `hsolve` records $(A+B)^{-1}(d+Bx)=x$, and `h1` isolates $(A+B)^{-1}d$. The step `hsym` moves the inverse from one side of the dot product to the other, using the symmetry `ht`. The rewriting uses `h1` twice, as the derivation does, and `ring` collects the terms.

The lemma `tammDancoff_posDef` writes $A$ as half the sum of $A+B$ and $A-B$. With it, `response_gap` obtains the solution $x=A^{-1}d$ and applies the coupling identity to $B$ and to $-B$. The auxiliary fact `hneg` removes the sign of the induced vector, and `linarith` adds the two identities, which cancels the first-order terms.

The proof of `tammDancoff_le_mean` splits on whether $BA^{-1}d$ vanishes. If it does, both terms of the gap are zero and equality holds. If it does not, `staticResponse_pos` makes both terms positive, so the inequality is strict and equality is impossible.

The theorems `electric_response` and `magnetic_response` add and subtract the amplitude equations in their `calc` blocks, then apply `inv_mulVec_of_solves` to the result. The final theorem substitutes both values and $R_A(d)=d\cdot Z$ into the main inequality.
